# In high field the quadrupolar coupling ∑ V_ab I_a I_b shifts the level m of a spin I by V_zz(3m² − I(I+1))/2 to first order

Take a spin 1 with the field along $z$ and the coupling $Q=\sum_{ab}V_{ab}I_aI_b$, where $V$ is real, symmetric and traceless. In the states $m=1,0,-1$, the diagonal of $I_z^2$ is $(1,0,1)$, and $I_x^2$ and $I_y^2$ both have the diagonal $(\tfrac12,1,\tfrac12)$. The mixed terms contribute nothing to the diagonal. At $m=\pm1$ the diagonal element of $Q$ is therefore $(V_{xx}+V_{yy})/2+V_{zz}=V_{zz}/2$, and at $m=0$ it is $V_{xx}+V_{yy}=-V_{zz}$. To first order in $Q$ these are the level shifts. The outer levels move together, so their separation keeps its Zeeman value, while the two adjacent transitions shift by $\pm\tfrac32V_{zz}$.

To the same order, the levels $m$ and $-m$ of every spin $I=N/2$ shift by the same amount. For a single nucleus with a static tensor, treated to first order, this is why the central transition $\tfrac12\leftrightarrow-\tfrac12$ of a half-integer spin stays at the Larmor frequency. For half-integer $I\ge\tfrac32$ there are also satellites, and these move whenever $V_{zz}\neq0$.

## Spin matrices from ladder amplitudes

```lean
import Mathlib

open Matrix

namespace QuadrupolarHighField

noncomputable section
```

The file loads Mathlib, Lean's mathematical library, and opens a namespace for its own definitions.

```lean
/-- The magnetic quantum number `m = k - I` of the `k`-th state of a spin `I = N/2`. -/
def mz (N : ℕ) (k : Fin (N + 1)) : ℝ := (k : ℝ) - N / 2
```

The states are numbered by $k=0,\dots,N$, which is the type `Fin (N + 1)`, and $m_k=k-N/2$. The lowest $m$ comes first.

```lean
/-- The ladder amplitude between the states `k` and `k + 1` of a spin `N/2`. -/
def amp (N k : ℕ) : ℝ := Real.sqrt (((k : ℝ) + 1) * ((N : ℝ) - k))
```

The amplitude is $a_k=\sqrt{(k+1)(N-k)}$. With $k=I+m$ this is the familiar $\sqrt{(I-m)(I+m+1)}$.

```lean
/-- The raising matrix of a spin `N/2`. -/
def raise (N : ℕ) : Matrix (Fin (N + 1)) (Fin (N + 1)) ℂ :=
  fun i j => if (i : ℕ) = (j : ℕ) + 1 then (amp N j : ℂ) else 0
```

The entry in row $i$, column $j$ is $a_j$ if $i=j+1$ and zero otherwise, so $I_+|k\rangle=a_k|k+1\rangle$ for $k<N$, and $I_+|N\rangle=0$.

```lean
/-- The lowering matrix, the transpose of the real raising matrix. -/
def lower (N : ℕ) : Matrix (Fin (N + 1)) (Fin (N + 1)) ℂ := (raise N)ᵀ
```

$I_-$ is the transpose of $I_+$. Since the entries are real, it is also the adjoint.

```lean
/-- The spin component along x. -/
def Ix (N : ℕ) : Matrix (Fin (N + 1)) (Fin (N + 1)) ℂ :=
  (1 / 2 : ℂ) • (raise N + lower N)
```

$I_x=\tfrac12(I_++I_-)$. The symbol `•` multiplies a matrix by a number.

```lean
/-- The spin component along y. -/
def Iy (N : ℕ) : Matrix (Fin (N + 1)) (Fin (N + 1)) ℂ :=
  (-Complex.I / 2) • (raise N - lower N)
```

$I_y=-\tfrac i2(I_+-I_-)$. `Complex.I` is the imaginary unit, not the spin.

```lean
/-- The spin component along the field, diagonal with entries `m`. -/
def Iz (N : ℕ) : Matrix (Fin (N + 1)) (Fin (N + 1)) ℂ :=
  diagonal fun k => (mz N k : ℂ)
```

$I_z$ is diagonal with entries $m_k$, in units where $\hbar=1$.

```lean
/-- The three Cartesian spin components. -/
def spin (N : ℕ) : Fin 3 → Matrix (Fin (N + 1)) (Fin (N + 1)) ℂ :=
  ![Ix N, Iy N, Iz N]
```

The indices 0, 1, 2 stand for $x,y,z$, so `V 2 2` is $V_{zz}$.

## The coupling and the first-order energy

```lean
/-- The quadrupolar coupling `Q = ∑ V_ab I_a I_b`. -/
def quad (N : ℕ) (V : Matrix (Fin 3) (Fin 3) ℝ) :
    Matrix (Fin (N + 1)) (Fin (N + 1)) ℂ :=
  ∑ a, ∑ b, (V a b : ℂ) • (spin N a * spin N b)
```

This is $Q=\sum_{ab}V_{ab}I_aI_b$. For $I\ge1$, $V$ stands for the electric field gradient at the nucleus multiplied by $eQ_{\mathrm n}/[2I(2I-1)]$, where $eQ_{\mathrm n}$ is the electric quadrupole moment of the nucleus. The gradient is symmetric because it consists of second derivatives of a potential. It is taken traceless: by Poisson's equation the second derivatives have a trace proportional to the electron density at the nucleus, but that isotropic part shifts all $m$ equally and is left out. Its components refer to the laboratory frame: $V_{zz}$ is the component along the field, in general not a principal value.

```lean
/-- The first-order energy of a state: the diagonal element of `ω I_z + Q`. -/
def level (N : ℕ) (ω : ℝ) (V : Matrix (Fin 3) (Fin 3) ℝ) (k : Fin (N + 1)) : ℂ :=
  ((ω : ℂ) • Iz N + quad N V) k k
```

The level energy is defined as $E_k=(\omega I_z+Q)_{kk}$, where $\omega$ is the Larmor frequency, with its sign. The high-field approximation enters here, by keeping only the diagonal; second-order shifts are absent.

One other model would define the first-order shift as the derivative at $\lambda=0$ of the eigenvalue of $\omega I_z+\lambda Q$ that starts at $\omega m$. For $I\ge1$ that would require $\omega\neq0$ and make perturbation theory part of the proof, with the same shift as the result.

## Products of ladder matrices

```lean
lemma amp_mul_self {N k : ℕ} (h : k ≤ N) :
    (amp N k : ℂ) * (amp N k : ℂ) = ((k : ℂ) + 1) * ((N : ℂ) - k) := by
  have hk : (k : ℝ) ≤ N := by exact_mod_cast h
  rw [← Complex.ofReal_mul, amp,
    Real.mul_self_sqrt (mul_nonneg (by positivity) (sub_nonneg.2 hk))]
  simp
```

For $k\le N$ the radicand is nonnegative, so $a_k^2=(k+1)(N-k)$. The statement is placed in the complex numbers, where the matrices live.

```lean
/-- Lowering and then raising is diagonal, with entries `k (N - k + 1)`. -/
theorem raise_mul_lower (N : ℕ) : raise N * lower N =
    diagonal fun k : Fin (N + 1) => ((k : ℕ) : ℂ) * ((N : ℂ) - (k : ℕ) + 1) := by
  ext ⟨i, hi⟩ j
  simp only [Matrix.mul_apply, lower, Matrix.transpose_apply, diagonal_apply]
  cases i with
  | zero =>
    rw [Finset.sum_eq_zero (fun x _ => by simp [raise])]
    simp
  | succ p =>
    -- only the state just below contributes
    rw [Finset.sum_eq_single (⟨p, by omega⟩ : Fin (N + 1))]
    · by_cases h : (⟨p + 1, hi⟩ : Fin (N + 1)) = j
      · subst h
        simp only [raise, if_true]
        rw [amp_mul_self (by omega)]
        push_cast
        ring
      · have h' : ¬ (j : ℕ) = p + 1 := fun e => h (Fin.ext e.symm)
        simp [raise, h, h']
    · intro x _ hx
      have h' : ¬ p + 1 = (x : ℕ) + 1 := fun e => hx (Fin.ext (by simp; omega))
      simp only [raise, if_neg h', zero_mul]
    · intro h
      exact absurd (Finset.mem_univ _) h
```

By hand, lowering $|k\rangle$ gives $a_{k-1}|k-1\rangle$, and raising it again gives

$$I_+I_-|k\rangle=a_{k-1}^2|k\rangle=k(N-k+1)|k\rangle .$$

For $k=0$ both sides vanish. The proof treats that case separately; otherwise `Finset.sum_eq_single` reduces the sum over intermediate states to the one just below.

```lean
/-- Raising and then lowering is diagonal, with entries `(k + 1) (N - k)`. -/
theorem lower_mul_raise (N : ℕ) : lower N * raise N =
    diagonal fun k : Fin (N + 1) => (((k : ℕ) : ℂ) + 1) * ((N : ℂ) - (k : ℕ)) := by
  ext i j
  simp only [Matrix.mul_apply, lower, Matrix.transpose_apply, diagonal_apply]
  have hi := i.isLt
  by_cases hN : (i : ℕ) = N
  · rw [Finset.sum_eq_zero]
    · simp [hN]
    · intro x _
      have h' : ¬ (x : ℕ) = (i : ℕ) + 1 := by have := x.isLt; omega
      simp only [raise, if_neg h', zero_mul]
  · -- only the state just above contributes
    rw [Finset.sum_eq_single (⟨(i : ℕ) + 1, by omega⟩ : Fin (N + 1))]
    · by_cases h : i = j
      · subst h
        simp only [raise, if_true]
        exact amp_mul_self (by omega)
      · have h' : ¬ (i : ℕ) + 1 = (j : ℕ) + 1 := fun e => h (Fin.ext (by omega))
        simp only [raise, if_neg h', if_neg h, mul_zero]
    · intro x _ hx
      have h' : ¬ (x : ℕ) = (i : ℕ) + 1 := fun e => hx (Fin.ext e)
      simp only [raise, if_neg h', zero_mul]
    · intro h
      exact absurd (Finset.mem_univ _) h
```

In the other order, $I_-I_+|k\rangle=a_k^2|k\rangle=(k+1)(N-k)|k\rangle$. Now the top state $k=N$ is the special case.

```lean
/-- The matrices obey the ladder relations `[I₊, I₋] = 2 I_z` and `[I_z, I₊] = I₊`. -/
theorem ladder_commutators (N : ℕ) :
    raise N * lower N - lower N * raise N = (2 : ℂ) • Iz N ∧
    Iz N * raise N - raise N * Iz N = raise N := by
  constructor
  · rw [raise_mul_lower, lower_mul_raise]
    ext i j
    by_cases h : i = j
    · subst h
      simp only [Iz, mz, Matrix.sub_apply, Matrix.smul_apply, diagonal_apply_eq, smul_eq_mul]
      push_cast
      ring
    · simp [Iz, h]
  · ext i j
    simp only [Iz, Matrix.sub_apply, diagonal_mul, mul_diagonal, raise, mz]
    split_ifs with h
    · have h' : ((i : ℕ) : ℂ) = ((j : ℕ) : ℂ) + 1 := by exact_mod_cast h
      push_cast
      linear_combination (amp N j : ℂ) * h'
    · simp
```

Subtracting the two diagonals gives

$$k(N-k+1)-(k+1)(N-k)=2k-N=2m_k,$$

which is $[I_+,I_-]=2I_z$. In $[I_z,I_+]$, each nonzero entry of $I_+$ is multiplied by $m_{j+1}-m_j=1$, which leaves $I_+$. Transposing the second relation gives $[I_z,I_-]=-I_-$, and the three together confirm that the matrices represent a spin. The tactic `ring` does the algebra.

```lean
lemma raise_sq_diag (N : ℕ) (k : Fin (N + 1)) : (raise N * raise N) k k = 0 := by
  rw [Matrix.mul_apply]
  refine Finset.sum_eq_zero fun x _ => ?_
  simp only [raise]
  split_ifs <;> first | omega | simp
```

$I_+^2$ raises $m$ by two, so it has no diagonal part. In Lean, a nonzero term would need $k=x+1$ and $x=k+1$ together, which `omega` refutes.

```lean
lemma lower_sq_diag (N : ℕ) (k : Fin (N + 1)) : (lower N * lower N) k k = 0 := by
  rw [lower, ← Matrix.transpose_mul, Matrix.transpose_apply, raise_sq_diag]
```

The same holds for $I_-^2$, which is the transpose of $I_+^2$.

## Diagonal elements of the coupling

```lean
/-- Diagonal elements of the transverse products: `I_x²` and `I_y²` both give
`(I(I+1) - m²)/2`, while `I_x I_y` and `I_y I_x` give `im/2` and `-im/2`. -/
theorem transverse_diag (N : ℕ) (k : Fin (N + 1)) :
    (Ix N * Ix N) k k = ((N : ℂ) / 2 * (N / 2 + 1) - (mz N k : ℂ) ^ 2) / 2 ∧
    (Iy N * Iy N) k k = ((N : ℂ) / 2 * (N / 2 + 1) - (mz N k : ℂ) ^ 2) / 2 ∧
    (Ix N * Iy N) k k = Complex.I * (mz N k : ℂ) / 2 ∧
    (Iy N * Ix N) k k = -(Complex.I * (mz N k : ℂ) / 2) := by
  refine ⟨?_, ?_, ?_, ?_⟩ <;>
    simp only [Ix, Iy, Matrix.smul_mul, Matrix.mul_smul, add_mul, mul_add, sub_mul, mul_sub,
      Matrix.smul_apply, Matrix.add_apply, Matrix.sub_apply, smul_eq_mul, raise_mul_lower,
      lower_mul_raise, diagonal_apply_eq, raise_sq_diag, lower_sq_diag, mz] <;>
    push_cast
  · ring
  · linear_combination (-(((k : ℕ) : ℂ) * ((N : ℂ) - (k : ℕ) + 1)
      + (((k : ℕ) : ℂ) + 1) * ((N : ℂ) - (k : ℕ))) / 4) * Complex.I_sq
  · ring
  · ring
```

Expand the products and drop $I_\pm^2$ on the diagonal. Both squares become

$$(I_x^2)_{kk}=(I_y^2)_{kk}=\tfrac14(I_+I_-+I_-I_+)_{kk}=\tfrac12\left[I(I+1)-m^2\right],$$

because $k(N-k+1)+(k+1)(N-k)=2k(N-k)+N$ and $k(N-k)=I^2-m^2$. The mixed products give

$$(I_xI_y)_{kk}=\tfrac i4[I_+,I_-]_{kk}=\tfrac{im}2,\qquad (I_yI_x)_{kk}=-\tfrac{im}2 .$$

The long `simp only` performs the expansion for all four claims. The second also needs $i^2=-1$, supplied by `Complex.I_sq`.

```lean
/-- For a symmetric traceless tensor `V` and any spin `I = N/2`, the diagonal element of the
quadrupolar coupling at `m` is `V_zz (3m² - I(I+1))/2`. -/
theorem quad_diag (N : ℕ) {V : Matrix (Fin 3) (Fin 3) ℝ} (hV : V.IsSymm)
    (hT : V.trace = 0) (k : Fin (N + 1)) :
    quad N V k k =
      ((V 2 2 * (3 * mz N k ^ 2 - (N : ℝ) / 2 * (N / 2 + 1)) / 2 : ℝ) : ℂ) := by
  obtain ⟨hxx, hyy, hxy, hyx⟩ := transverse_diag N k
  have h0 : spin N 0 = Ix N := rfl
  have h1 : spin N 1 = Iy N := rfl
  have h2 : spin N 2 = Iz N := rfl
  -- a single transverse component has no diagonal part
  have hx : Ix N k k = 0 := by simp [Ix, lower, raise]
  have hy : Iy N k k = 0 := by simp [Iy, lower, raise]
  have hxz : (Ix N * Iz N) k k = 0 := by rw [Iz, mul_diagonal, hx, zero_mul]
  have hyz : (Iy N * Iz N) k k = 0 := by rw [Iz, mul_diagonal, hy, zero_mul]
  have hzx : (Iz N * Ix N) k k = 0 := by rw [Iz, diagonal_mul, hx, mul_zero]
  have hzy : (Iz N * Iy N) k k = 0 := by rw [Iz, diagonal_mul, hy, mul_zero]
  have hzz : (Iz N * Iz N) k k = (mz N k : ℂ) * (mz N k : ℂ) := by
    rw [Iz, mul_diagonal, diagonal_apply_eq]
  have hs : (V 1 0 : ℂ) = (V 0 1 : ℂ) := by rw [hV.apply 0 1]
  have ht : (V 0 0 : ℂ) + (V 1 1 : ℂ) + (V 2 2 : ℂ) = 0 := by
    rw [Matrix.trace_fin_three] at hT
    exact_mod_cast hT
  simp only [quad, Fin.sum_univ_three, h0, h1, h2, Matrix.add_apply, Matrix.smul_apply,
    smul_eq_mul, hxx, hyy, hxy, hyx, hxz, hyz, hzx, hzy, hzz]
  push_cast
  -- the trace removes V_xx + V_yy, the symmetry removes the xy terms
  linear_combination (((N : ℂ) / 2 * (N / 2 + 1) - (mz N k : ℂ) ^ 2) / 2) * ht
    - (Complex.I * (mz N k : ℂ) / 2) * hs
```

The hypotheses `hV` and `hT` say that $V$ is symmetric and traceless. A product of $I_z$ with one transverse component has zero diagonal, because $I_z$ only rescales rows or columns and $I_x$, $I_y$ have no diagonal elements. What remains is

$$Q_{kk}=\frac{V_{xx}+V_{yy}}2\left[I(I+1)-m^2\right]+\frac{im}2(V_{xy}-V_{yx})+V_{zz}m^2 .$$

Symmetry removes the middle term. Putting $V_{xx}+V_{yy}=-V_{zz}$ gives

$$Q_{kk}=\frac{V_{zz}}2\left[3m^2-I(I+1)\right].$$

The final `linear_combination` makes these two substitutions, using `ht` for the trace and `hs` for the symmetry. The notation `(... : ℝ) : ℂ` on the right says that the complex matrix element equals a real number. For spins 0 and ½ the formula gives zero.

## Transition energies

```lean
/-- Reversing the order of the states changes `m` into `-m`. -/
theorem mz_rev (N : ℕ) (k : Fin (N + 1)) : mz N k.rev = -mz N k := by
  have h : (k.rev : ℕ) + (k : ℕ) = N := by
    have := k.isLt
    rw [Fin.val_rev]
    omega
  have h' : ((k.rev : ℕ) : ℝ) + ((k : ℕ) : ℝ) = N := by exact_mod_cast h
  unfold mz
  linarith
```

`k.rev` is the state $N-k$, counted from the other end, and $m_{N-k}=N/2-k=-m_k$.

```lean
/-- At first order the levels `m` and `-m` are separated by the Zeeman value `2ωm`. -/
theorem symmetric_transition (N : ℕ) (ω : ℝ) {V : Matrix (Fin 3) (Fin 3) ℝ}
    (hV : V.IsSymm) (hT : V.trace = 0) (k : Fin (N + 1)) :
    level N ω V k - level N ω V k.rev = ((2 * ω * mz N k : ℝ) : ℂ) := by
  simp only [level, Matrix.add_apply, Matrix.smul_apply, smul_eq_mul, Iz, diagonal_apply_eq,
    quad_diag N hV hT, mz_rev]
  push_cast
  ring
```

The shift contains only $m^2$, so it cancels between $m$ and $-m$:

$$E_m-E_{-m}=\omega m-\omega(-m)=2\omega m .$$

The proof inserts `quad_diag` and `mz_rev`, and `ring` finishes.

```lean
/-- At first order the levels `m` and `m - 1` are separated by `ω + 3 V_zz (2m - 1)/2`. -/
theorem adjacent_transition (N : ℕ) (ω : ℝ) {V : Matrix (Fin 3) (Fin 3) ℝ}
    (hV : V.IsSymm) (hT : V.trace = 0) {k j : Fin (N + 1)} (h : (k : ℕ) = (j : ℕ) + 1) :
    level N ω V k - level N ω V j =
      ((ω + 3 * V 2 2 * (2 * mz N k - 1) / 2 : ℝ) : ℂ) := by
  have hm : mz N j = mz N k - 1 := by
    have h' : ((k : ℕ) : ℝ) = ((j : ℕ) : ℝ) + 1 := by exact_mod_cast h
    unfold mz
    linarith
  simp only [level, Matrix.add_apply, Matrix.smul_apply, smul_eq_mul, Iz, diagonal_apply_eq,
    quad_diag N hV hT, hm]
  push_cast
  ring
```

The hypothesis `h` makes $k$ the state directly above $j$, so $m_j=m_k-1$. Writing $m$ for $m_k$ and using $m^2-(m-1)^2=2m-1$,

$$E_m-E_{m-1}=\omega+\frac{3V_{zz}}2(2m-1).$$

For a numerical instance, take $I=\tfrac32$, $\omega=100$ and $V_{zz}=2$ in the same frequency unit. The shifts are $+3$ at $m=\pm\tfrac32$ and $-3$ at $m=\pm\tfrac12$. From the top, the levels are $153,\ 47,\ -53,\ -147$, with separations $106,\ 100,\ 94$. The middle line is unshifted and the satellites lie 6 units to either side.

```lean
/-- If `V_zz ≠ 0`, two states have the same first-order quadrupolar shift exactly when their
magnetic quantum numbers agree up to sign. -/
theorem equal_shift_iff (N : ℕ) {V : Matrix (Fin 3) (Fin 3) ℝ} (hV : V.IsSymm)
    (hT : V.trace = 0) (hz : V 2 2 ≠ 0) (k j : Fin (N + 1)) :
    quad N V k k = quad N V j j ↔ mz N k = mz N j ∨ mz N k = -mz N j := by
  rw [quad_diag N hV hT, quad_diag N hV hT, Complex.ofReal_inj]
  constructor
  · intro h
    have h1 : V 2 2 * ((mz N k - mz N j) * (mz N k + mz N j)) = 0 := by
      linear_combination (2 / 3) * h
    rcases mul_eq_zero.1 ((mul_eq_zero.1 h1).resolve_left hz) with h2 | h2
    · exact Or.inl (by linarith)
    · exact Or.inr (by linarith)
  · rintro (h | h)
    · rw [h]
    · rw [h, neg_sq]

end

end QuadrupolarHighField
```

If $V_{zz}\neq0$, equal shifts mean

$$V_{zz}(m_k-m_j)(m_k+m_j)=0,$$

so $m_k=m_j$ or $m_k=-m_j$; the converse follows from the square. Of the separations between two different levels, then, only those between $m$ and $-m$ are unchanged by the coupling to first order. The condition on $V_{zz}$ has a physical meaning: for an axially symmetric tensor, $V_{zz}$ vanishes when its axis makes the magic angle with the field, and then every first-order shift is zero.

```lean
#print axioms QuadrupolarHighField.ladder_commutators
-- 'QuadrupolarHighField.ladder_commutators' depends on axioms: [propext, Classical.choice, Quot.sound]
#print axioms QuadrupolarHighField.symmetric_transition
-- 'QuadrupolarHighField.symmetric_transition' depends on axioms: [propext, Classical.choice, Quot.sound]
#print axioms QuadrupolarHighField.adjacent_transition
-- 'QuadrupolarHighField.adjacent_transition' depends on axioms: [propext, Classical.choice, Quot.sound]
#print axioms QuadrupolarHighField.equal_shift_iff
-- 'QuadrupolarHighField.equal_shift_iff' depends on axioms: [propext, Classical.choice, Quot.sound]
```
